# One bonding radial level in the octahedron and the trigonal bipyramid under attractive Hückel coupling

When the skeletal orbitals of a closo cluster are filled with electron pairs, one step is to decide how many radial levels receive a pair. Radial orbitals are the hybrids, one per vertex, that point towards the centre of the cage. For the octahedron and the trigonal bipyramid the answer is one, in a Hückel model with a single negative coupling constant, when pairs are placed only in levels below the on-site energy.

Both cages share a pattern. Their vertices fall into parts such that two vertices are neighbours exactly when they lie in different parts, which makes the contact graph complete multipartite. In the octahedron the parts are the three antipodal pairs. In the trigonal bipyramid they are the apical pair and three single equatorial vertices. The count holds for every finite cluster of this kind with at least two nonempty parts.

## Parts, contacts and the radial Hamiltonian

Let $V$ be the finite set of vertices and $P$ a finite set of part labels.

In Lean 4 with Mathlib:

```lean
import Mathlib

open Matrix

namespace WadeRadialOrbitals

noncomputable section

variable {V P : Type*} [Fintype V] [DecidableEq V] [Fintype P] [DecidableEq P]
```

A map $c : V \to P$ assigns each vertex to its part. The letter $c$ is a labelling here, not an orbital coefficient as in most Hückel texts. The adjacency matrix is

$$A_{ij} = \begin{cases} 0 & c(i) = c(j),\\ 1 & c(i) \neq c(j). \end{cases}$$

The diagonal vanishes because a vertex shares a part with itself.

```lean
/-- Adjacency matrix of the complete multipartite graph whose parts are the fibres of `c`:
two vertices are joined exactly when they lie in different parts. -/
def radialAdjacency (c : V → P) : Matrix V V ℝ :=
  Matrix.of fun i j => if c i = c j then 0 else 1
```

With one radial orbital per vertex, on-site energy $\alpha$ and coupling $\beta$ between neighbours, the Hamiltonian is $H = \alpha 1 + \beta A$. The matrix fixes several idealisations: orthonormal site orbitals, the same $\alpha$ at every vertex, the same $\beta$ along every edge, and no coupling within a part.

```lean
/-- Hückel Hamiltonian of one radial orbital per vertex, with on-site energy `α` and
coupling `β` between adjacent vertices. -/
def radialHamiltonian (α β : ℝ) (c : V → P) : Matrix V V ℝ :=
  α • (1 : Matrix V V ℝ) + β • radialAdjacency c
```

Both matrices are real and symmetric, since $c(i) = c(j)$ is a symmetric condition. Their eigenvalues are therefore real, and each has an orthonormal eigenbasis.

```lean
omit [Fintype V] [DecidableEq V] [Fintype P] in
/-- The adjacency matrix is Hermitian. -/
theorem radialAdjacency_isHermitian (c : V → P) : (radialAdjacency c).IsHermitian := by
  ext i j
  simp [radialAdjacency, eq_comm]

omit [Fintype V] [Fintype P] in
/-- The radial Hamiltonian is Hermitian. -/
theorem radialHamiltonian_isHermitian (α β : ℝ) (c : V → P) :
    (radialHamiltonian α β c).IsHermitian := by
  ext i j
  simp [radialHamiltonian, radialAdjacency, Matrix.one_apply, eq_comm]
```

## The quadratic form in terms of part amplitudes

Let an orbital have real amplitudes $x_i$. Write $S = \sum_i x_i$ for its total amplitude and $S_p = \sum_{c(i)=p} x_i$ for the amplitude of part $p$. Summing over all pairs and removing those within a part gives

$$x^{\mathsf T} A x = \sum_{i,j} x_i x_j - \sum_{c(i)=c(j)} x_i x_j = S^2 - \sum_p S_p^2 .$$

The last equality holds because, in $\sum_p S_p^2$, the product $x_i x_j$ appears only for $p = c(i) = c(j)$. The proof puts the sum over $p$ innermost and keeps this single term with `Finset.sum_eq_single (c i)`. It then compares the two sides pair by pair.

```lean
omit [DecidableEq V] in
/-- The quadratic form of the adjacency matrix is the square of the total amplitude minus
the sum of the squared amplitudes of the parts. -/
theorem radial_form (c : V → P) (x : V → ℝ) :
    x ⬝ᵥ radialAdjacency c *ᵥ x =
      (∑ i, x i) ^ 2 - ∑ p, (∑ i, if c i = p then x i else 0) ^ 2 := by
  have h : ∑ p, (∑ i, if c i = p then x i else 0) ^ 2 =
      ∑ i, ∑ j, if c i = c j then x i * x j else 0 := by
    simp_rw [sq, Finset.sum_mul_sum]
    rw [Finset.sum_comm]
    refine Finset.sum_congr rfl fun i _ => ?_
    rw [Finset.sum_comm]
    refine Finset.sum_congr rfl fun j _ => ?_
    rw [Finset.sum_eq_single (c i)]
    · by_cases hij : c i = c j
      · simp [hij]
      · simp [hij, Ne.symm hij]
    · intro p _ hp
      simp [Ne.symm hp]
    · simp
  rw [h, sq, Finset.sum_mul_sum, ← Finset.sum_sub_distrib]
  simp only [dotProduct, Matrix.mulVec, Finset.mul_sum]
  refine Finset.sum_congr rfl fun i _ => ?_
  rw [← Finset.sum_sub_distrib]
  refine Finset.sum_congr rfl fun j _ => ?_
  by_cases hij : c i = c j <;> simp [radialAdjacency, hij]
```

## Two positive eigenvalues are impossible

If $S = 0$, the form is minus a sum of squares, so $x^{\mathsf T} A x \le 0$. This is `hneg` in the code.

Suppose now that $u$ and $v$ are orthonormal, with $Au = au$, $Av = bv$ and $a, b > 0$. Let $s = \sum_i u_i$ and $t = \sum_i v_i$. The combination $w = t u - s v$ has total amplitude $ts - st = 0$, so

$$0 \ge w^{\mathsf T} A w = t^2 a + s^2 b .$$

The cross terms vanish by orthogonality. The vector $w$ is not normalised: its squared length is $s^2 + t^2$, and when this is nonzero the normalised expectation value is $(t^2 a + s^2 b)/(s^2 + t^2)$, a weighted mean of two positive numbers.

If $s \neq 0$, the right-hand side of the inequality is positive, a contradiction. Hence $s = 0$, which is `hs`. But then $u$ itself has zero total amplitude, and $a = u^{\mathsf T} A u \le 0$, again a contradiction. The two orbitals may be degenerate, since $a = b$ is allowed.

```lean
omit [DecidableEq V] in
/-- Two orthonormal eigenvectors of the adjacency matrix cannot both have positive
eigenvalues. -/
theorem not_two_positive (c : V → P) {u v : V → ℝ} {a b : ℝ}
    (hu : u ⬝ᵥ u = 1) (hv : v ⬝ᵥ v = 1) (huv : u ⬝ᵥ v = 0)
    (hau : radialAdjacency c *ᵥ u = a • u) (hbv : radialAdjacency c *ᵥ v = b • v) :
    ¬ (0 < a ∧ 0 < b) := by
  rintro ⟨ha, hb⟩
  have hneg : ∀ x : V → ℝ, ∑ i, x i = 0 → x ⬝ᵥ radialAdjacency c *ᵥ x ≤ 0 := by
    intro x hx
    have hS : 0 ≤ ∑ p, (∑ i, if c i = p then x i else 0) ^ 2 :=
      Finset.sum_nonneg fun p _ => sq_nonneg _
    rw [radial_form, hx]
    linarith
  have hvu : v ⬝ᵥ u = 0 := by rw [dotProduct_comm, huv]
  -- the combination with vanishing total amplitude
  have hw := hneg ((∑ i, v i) • u - (∑ i, u i) • v) (by
    simp only [Pi.sub_apply, Pi.smul_apply, smul_eq_mul, Finset.sum_sub_distrib,
      ← Finset.mul_sum]
    ring)
  rw [Matrix.mulVec_sub, Matrix.mulVec_smul, Matrix.mulVec_smul, hau, hbv] at hw
  simp only [sub_dotProduct, dotProduct_sub, smul_dotProduct, dotProduct_smul,
    hu, hv, huv, hvu, smul_eq_mul] at hw
  have hs : ∑ i, u i = 0 := by
    by_contra hs
    have h1 : 0 < (∑ i, u i) ^ 2 * b := by positivity
    have h2 : 0 ≤ (∑ i, v i) ^ 2 * a := by positivity
    nlinarith
  have h3 := hneg u hs
  rw [hau, dotProduct_smul, hu, smul_eq_mul] at h3
  linarith
```

## One positive eigenvalue must occur

Let $b_k$ be an orthonormal eigenbasis with $A b_k = e_k b_k$. In the next statement `b` names this basis, no longer an eigenvalue, and `e k` is an eigenvalue of $A$, not an energy.

Choose vertices $i$ and $j$ in different parts and put amplitude 1 on each, 0 elsewhere. This vector $x$ has $x^{\mathsf T} A x = 2$ and squared length 2, so its normalised expectation value is 1. Expanding in the eigenbasis,

$$2 = x^{\mathsf T} A x = \sum_k (x\cdot b_k)(b_k \cdot A x) = \sum_k e_k\,(x \cdot b_k)^2 .$$

If every $e_k$ were nonpositive, so would be the sum. Some $e_k$ is therefore positive, and a second one would contradict the previous result.

The hypothesis `∃ i j, c i ≠ c j` says that at least two parts are occupied. With all vertices in one part, $A = 0$ and no eigenvalue is positive. In the smallest allowed case, two vertices in different parts, the eigenvalues are $1$ and $-1$.

In the proof, `hin` identifies the inner product of `EuclideanSpace` with the dot product, `hs` is the expansion, and `hk` moves the symmetric matrix onto the eigenvector. The conclusion `card = 1` counts basis indices, so a repeated eigenvalue is counted as often as it occurs.

```lean
/-- If at least two parts are nonempty, every orthonormal eigenbasis of the adjacency matrix
contains exactly one vector with positive eigenvalue. -/
theorem one_positive_of_eigenbasis (c : V → P) (h : ∃ i j, c i ≠ c j)
    (b : OrthonormalBasis V ℝ (EuclideanSpace ℝ V)) (e : V → ℝ)
    (hb : ∀ k, radialAdjacency c *ᵥ (b k).ofLp = e k • (b k).ofLp) :
    (Finset.univ.filter fun k => 0 < e k).card = 1 := by
  have hin : ∀ x y : EuclideanSpace ℝ V, inner ℝ x y = x.ofLp ⬝ᵥ y.ofLp := by
    intro x y
    simp [PiLp.inner_apply, dotProduct, mul_comm]
  have hself : ∀ k, (b k).ofLp ⬝ᵥ (b k).ofLp = 1 := by
    intro k
    rw [← hin, real_inner_self_eq_norm_sq, b.orthonormal.1 k]
    norm_num
  have hex : ∃ k, 0 < e k := by
    by_contra hn
    simp only [not_exists, not_lt] at hn
    obtain ⟨i, j, hij⟩ := h
    -- equal amplitudes on two adjacent vertices give a positive form
    obtain ⟨x, hx⟩ : ∃ x : V → ℝ, 0 < x ⬝ᵥ radialAdjacency c *ᵥ x := by
      refine ⟨Pi.single i 1 + Pi.single j 1, ?_⟩
      rw [Matrix.mulVec_add, add_dotProduct, dotProduct_add, dotProduct_add]
      norm_num [radialAdjacency, hij, Ne.symm hij]
    have hs : ∑ k, (x ⬝ᵥ (b k).ofLp) * ((b k).ofLp ⬝ᵥ radialAdjacency c *ᵥ x) =
        x ⬝ᵥ radialAdjacency c *ᵥ x := by
      have h0 := b.sum_inner_mul_inner (WithLp.toLp 2 x)
        (WithLp.toLp 2 (radialAdjacency c *ᵥ x))
      simpa only [hin] using h0
    rw [← hs] at hx
    refine absurd hx (not_lt_of_ge (Finset.sum_nonpos fun k _ => ?_))
    have ht : (radialAdjacency c)ᵀ = radialAdjacency c := by
      ext i j
      simp [radialAdjacency, eq_comm]
    have hk : (b k).ofLp ⬝ᵥ radialAdjacency c *ᵥ x = e k * (x ⬝ᵥ (b k).ofLp) := by
      rw [Matrix.dotProduct_mulVec, ← Matrix.mulVec_transpose, ht, hb, smul_dotProduct,
        smul_eq_mul, dotProduct_comm]
    rw [hk]
    nlinarith [mul_nonneg (neg_nonneg.2 (hn k)) (sq_nonneg (x ⬝ᵥ (b k).ofLp))]
  obtain ⟨k, hk⟩ := hex
  refine Finset.card_eq_one.2 ⟨k, ?_⟩
  ext l
  simp only [Finset.mem_filter, Finset.mem_univ, true_and, Finset.mem_singleton]
  refine ⟨fun hl => ?_, fun hl => hl ▸ hk⟩
  by_contra hlk
  have ho : (b l).ofLp ⬝ᵥ (b k).ofLp = 0 := by
    rw [← hin]
    exact b.orthonormal.2 hlk
  exact not_two_positive c (hself l) (hself k) ho (hb l) (hb k) ⟨hl, hk⟩
```

Mathlib supplies an eigenbasis for every Hermitian matrix, with eigenvalues indexed by the vertices. Applying the count to it gives the statement about the spectrum of $A$.

```lean
/-- The adjacency matrix of a complete multipartite graph with at least two nonempty parts
has exactly one positive eigenvalue, counted with multiplicity. -/
theorem one_positive_eigenvalue (c : V → P) (h : ∃ i j, c i ≠ c j) :
    (Finset.univ.filter fun k =>
      0 < (radialAdjacency_isHermitian c).eigenvalues k).card = 1 :=
  one_positive_of_eigenbasis c h (radialAdjacency_isHermitian c).eigenvectorBasis _
    fun k => (radialAdjacency_isHermitian c).mulVec_eigenvectorBasis k
```

## From eigenvalues to energies

The Hamiltonian acts as $Hx = \alpha x + \beta A x$.

```lean
omit [Fintype P] in
/-- The Hamiltonian acts as `α` times the orbital plus `β` times its adjacency image. -/
theorem radialHamiltonian_mulVec (α β : ℝ) (c : V → P) (x : V → ℝ) :
    radialHamiltonian α β c *ᵥ x = α • x + β • (radialAdjacency c *ᵥ x) := by
  simp [radialHamiltonian, Matrix.add_mulVec, Matrix.smul_mulVec]
```

If $H b_k = \varepsilon_k b_k$ and $\beta \neq 0$, then

$$A b_k = \frac{\varepsilon_k - \alpha}{\beta}\, b_k .$$

An eigenbasis of $H$ is thus an eigenbasis of $A$. The condition $\beta < 0$ expresses that in-phase overlap of neighbouring inward-pointing hybrids lowers the energy. Under it, $\varepsilon_k < \alpha$ holds exactly when $(\varepsilon_k - \alpha)/\beta > 0$. "Bonding" means an energy strictly below $\alpha$, so levels at $\alpha$ are nonbonding and are not counted.

The code passes these quotients to the eigenbasis theorem as the eigenvalues of $A$. It then shows that the two conditions select the same indices.

```lean
/-- For `β < 0` and at least two nonempty parts, the radial Hamiltonian has exactly one
energy level below `α`, counted with multiplicity. -/
theorem one_bonding_level {α β : ℝ} (hβ : β < 0) (c : V → P) (h : ∃ i j, c i ≠ c j) :
    (Finset.univ.filter fun k =>
      (radialHamiltonian_isHermitian α β c).eigenvalues k < α).card = 1 := by
  have hcount := one_positive_of_eigenbasis c h
    (radialHamiltonian_isHermitian α β c).eigenvectorBasis
    (fun k => ((radialHamiltonian_isHermitian α β c).eigenvalues k - α) / β) (by
      intro k
      have h1 := (radialHamiltonian_isHermitian α β c).mulVec_eigenvectorBasis k
      rw [radialHamiltonian_mulVec] at h1
      ext i
      have h2 := congrFun h1 i
      simp only [Pi.add_apply, Pi.smul_apply, smul_eq_mul] at h2 ⊢
      rw [div_mul_eq_mul_div, eq_div_iff hβ.ne]
      linear_combination h2)
  rw [← hcount]
  refine congrArg Finset.card (Finset.filter_congr fun k _ => ?_)
  constructor
  · intro hk
    exact div_pos_of_neg_of_neg (by linarith) hβ
  · intro hk
    by_contra hn
    have := div_nonpos_of_nonneg_of_nonpos (sub_nonneg.2 (not_lt.1 hn)) hβ.le
    linarith
```

## The two polyhedra

An octahedral vertex is a pair (axis, sign), and its part is the axis.

```lean
/-- Octahedron vertices are pairs (axis, sign); the two vertices on an axis form a part. -/
def octahedron : Fin 3 × Bool → Fin 3 := Prod.fst
```

In the trigonal bipyramid the two apical vertices, of type `Bool`, share the label `none`. Each equatorial vertex, of type `Fin 3`, keeps a label of its own.

```lean
/-- Trigonal bipyramid: the two apical vertices form one part, and each of the three
equatorial vertices is a part of its own. -/
def trigonalBipyramid : Bool ⊕ Fin 3 → Option (Fin 3) := Sum.elim (fun _ => none) some
```

For each polyhedron it remains to exhibit two vertices in different parts: two on different axes of the octahedron, and one apical and one equatorial vertex of the bipyramid.

```lean
/-- For `β < 0` the octahedron and the trigonal bipyramid each have exactly one radial level
below `α`, counted with multiplicity. -/
theorem octahedron_and_bipyramid_bonding {α β : ℝ} (hβ : β < 0) :
    (Finset.univ.filter fun k =>
      (radialHamiltonian_isHermitian α β octahedron).eigenvalues k < α).card = 1 ∧
    (Finset.univ.filter fun k =>
      (radialHamiltonian_isHermitian α β trigonalBipyramid).eigenvalues k < α).card = 1 :=
  ⟨one_bonding_level hβ _ ⟨(0, true), (1, true), by simp [octahedron]⟩,
    one_bonding_level hβ _ ⟨Sum.inl true, Sum.inr 0, by simp [trigonalBipyramid]⟩⟩

end

end WadeRadialOrbitals
```

```lean
#print axioms WadeRadialOrbitals.one_positive_eigenvalue
-- 'WadeRadialOrbitals.one_positive_eigenvalue' depends on axioms: [propext, Classical.choice, Quot.sound]
#print axioms WadeRadialOrbitals.octahedron_and_bipyramid_bonding
-- 'WadeRadialOrbitals.octahedron_and_bipyramid_bonding' depends on axioms: [propext, Classical.choice, Quot.sound]
```

## The bipyramid in numbers

Take illustrative values $\alpha = -10$ eV and $\beta = -1$ eV. An orbital with amplitude $y$ on both apices and $q$ on all three equatorial vertices is an eigenvector of $A$ with eigenvalue $\lambda$ when

$$3q = \lambda y, \qquad 2y + 2q = \lambda q .$$

Eliminating $y$ gives $\lambda^2 - 2\lambda - 6 = 0$, so $\lambda = 1 \pm \sqrt7 \approx 3.646,\ -1.646$. The apical combination with opposite signs has $\lambda = 0$. The two independent equatorial combinations with zero sum have $\lambda = -1$.

The energies $\alpha + \beta\lambda$ are therefore about $-13.646$, $-10$, $-9$, $-9$ and $-8.354$ eV. Only the first lies below $\alpha$, and its normalised amplitudes are about $0.394$ on each apex and $0.479$ on each equatorial vertex. The theorem above supplies the count; these energies and amplitudes come from the short calculation just given.

## The radial share of Wade's count

Wade's rule assigns $n + 1$ skeletal bonding pairs to a closo cluster with $n$ vertices. In this non-interacting, one-coupling model of the two cages, the radial orbitals account for one of them. The tangential orbitals, which are assigned the other $n$, do not enter the Hamiltonian.

The separation of radial from tangential orbitals is an assumption of the model, as are the equal on-site energies, the single coupling constant and the absence of coupling within a part. In a real octahedron, symmetry lets the threefold radial set at $\alpha$ mix with a tangential set, and the resulting levels are no longer purely radial.
